# A two-level environment coupled only through its transition dipole lowers a molecule's fundamental gap, though the environment's ground-state energy has zero slope at neutrality

## Charge, levels and gap

Let $q$ be the net charge of a molecule in units of the elementary charge: $q=1$ for the cation, $q=0$ for the neutral molecule, $q=-1$ for the anion. A polarizable environment nearby responds to this charge, and $E(q)$ denotes its lowest energy, coupling to the molecule included. The fundamental gap is the ionization energy minus the electron affinity, so the environment contributes

$$\Delta = E(1)+E(-1)-2E(0).$$

The environment has two states, with Hamiltonian

$$H(q)=\begin{pmatrix}0&qg\\ qg&\Omega\end{pmatrix},\qquad \Omega>0,\quad g\neq 0.$$

Here $\Omega$ is its excitation energy next to the neutral molecule, and $g$ is the strength with which a unit charge mixes the two states, as the field of the charge does through a transition dipole. The charge adds nothing on the diagonal: neither state has a permanent moment that the molecule could feel.

The claim is that $E'(0)=0$, while $\Delta=\Omega-\sqrt{\Omega^2+4g^2}$, with $-2g^2/\Omega<\Delta<0$.

The slope $E'(0)$ is the electrostatic potential that the unpolarized environment exerts on the molecule. Since it vanishes, a mean-field calculation that includes only this potential leaves the orbital energies where they were. In the $GW$ approximation the response to an added charge enters through the screened interaction; the model shows its effect on the gap for an environment of two states and a molecule reduced to a number $q$.

## From the secular equation to the gap

Write $v=(v_0,v_1)$ for an eigenvector with eigenvalue $E$. The two rows of $H(q)v=Ev$ are

$$qg\,v_1=E v_0,\qquad qg\,v_0=(E-\Omega)v_1 .$$

Multiplying the first by $E-\Omega$ and using the second gives $E(E-\Omega)v_0=(qg)^2v_0$. Multiplying the second by $E$ and using the first gives the same relation for $v_1$. As $v\neq0$,

$$E(E-\Omega)=(qg)^2 .$$

Conversely, let $E$ solve this equation. If $E\neq0$, then $(qg,E)$ is an eigenvector, because $(qg)^2+\Omega E=E^2$. If $E=0$, then $qg=0$ and $(1,0)$ is one.

Completing the square gives $(2E-\Omega)^2=\Omega^2+4(qg)^2$, so the lowest level is

$$E(q)=\tfrac12\bigl(\Omega-R(q)\bigr),\qquad R(q)=\sqrt{\Omega^2+4q^2g^2}.$$

Since $R'(q)=4qg^2/R(q)$, the slope is $E'(q)=-2qg^2/R(q)$, which vanishes at $q=0$. Differentiating once more at $q=0$, where $R=\Omega$ and $R'=0$, gives $E''(0)=-2g^2/\Omega$. If $E$ is replaced by its quadratic expansion about $q=0$, then $\Delta$ becomes $E''(0)$; this is the linear-response value.

For the full gap change put $S=\sqrt{\Omega^2+4g^2}$. Then $E(\pm1)=(\Omega-S)/2$ and $E(0)=0$, so $\Delta=\Omega-S$, which is negative because $S>\Omega$. With $4g^2=S^2-\Omega^2$,

$$\Delta+\frac{2g^2}{\Omega}=\frac{2\Omega^2-2\Omega S+4g^2}{2\Omega}=\frac{(S-\Omega)^2}{2\Omega}>0 .$$

Linear response therefore overestimates the reduction. The same identity shows that $0<S-\Omega<2g^2/\Omega$, and inserting this on the right bounds the error by $2g^4/\Omega^3$.

**Numbers.** Take $\Omega=3$ eV and $g=2$ eV. Then $S=5$ eV, $E(\pm1)=-1$ eV and $\Delta=-2$ eV. At $q=1$ the normalized ground state is $(2,-1)/\sqrt5$, with weight $1/5$ in the upper state. Linear response gives $-8/3$ eV, off by $2/3$ eV; the identity gives $(5-3)^2/6=2/3$, and the error bound is $32/27\approx1.19$ eV.

**The upper level.** The two levels add up to $\Omega$ at every charge. An environment that stays in its upper level therefore contributes $S-\Omega$ to the gap, the same amount with the opposite sign. This companion statement rests on the argument just given and has no theorem in the code below.

## The Hamiltonian and its levels in Lean

```lean
import Mathlib

open Matrix

namespace PolarizableEnvironment

noncomputable section
```

The Hamiltonian is a real $2\times2$ matrix with rows and columns numbered 0 and 1. The charge `q` may be any real number, which is what gives a derivative in $q$ a meaning.

```lean
/-- Hamiltonian of a two-level environment with excitation energy `Ω`, whose two states are
coupled with strength `q * g` by the excess charge `q` of a nearby molecule. -/
def hamiltonian (Ω g q : ℝ) : Matrix (Fin 2) (Fin 2) ℝ :=
  !![0, q * g; q * g, Ω]
```

A level is a real number that has a nonzero eigenvector. Real vectors suffice because the matrix is real and symmetric.

```lean
/-- The energy levels of the environment at molecular charge `q`: the eigenvalues of the
Hamiltonian. -/
def levels (Ω g q : ℝ) : Set ℝ :=
  {E | ∃ v : Fin 2 → ℝ, v ≠ 0 ∧ hamiltonian Ω g q *ᵥ v = E • v}
```

The next definition is only a formula, despite its name; that it gives the lowest level is proved further on.

```lean
/-- The closed formula `(Ω - √(Ω² + 4 (q g)²)) / 2` for the energy at molecular charge `q`. -/
def groundEnergy (Ω g q : ℝ) : ℝ :=
  (Ω - √(Ω ^ 2 + 4 * (q * g) ^ 2)) / 2
```

The gap contribution is defined for any function of the charge. The letter `E` stands for such a function here and for a single number in `levels`.

```lean
/-- The contribution of an energy `E(q)` to the fundamental gap, ionization energy minus
electron affinity: `E(1) + E(-1) - 2 E(0)`. -/
def gapChange (E : ℝ → ℝ) : ℝ :=
  E 1 + E (-1) - 2 * E 0
```

That $\Delta$ is the change in the molecule's gap presupposes a total energy equal to that of the isolated molecule plus $E(q)$, with no electrons exchanged and the environment fully relaxed at each charge. This step from the model to a real interface is an assumption.

## The secular equation and the lowest level

In the forward direction, `h0` and `h1` are the two rows of the eigenvalue equation. The `linear_combination` steps multiply and add them as above, so that a nonzero secular determinant would make both amplitudes vanish. The converse supplies the two eigenvectors found by hand.

```lean
/-- Secular equation: `E` is a level of the environment exactly when `E (E - Ω) = (q g)²`. -/
theorem mem_levels_iff (Ω g q E : ℝ) :
    E ∈ levels Ω g q ↔ E * (E - Ω) = (q * g) ^ 2 := by
  constructor
  · rintro ⟨v, hv, h⟩
    have h0 : q * g * v 1 = E * v 0 := by
      simpa [hamiltonian, Matrix.mulVec, dotProduct, Fin.sum_univ_two] using congrFun h 0
    have h1 : q * g * v 0 + Ω * v 1 = E * v 1 := by
      simpa [hamiltonian, Matrix.mulVec, dotProduct, Fin.sum_univ_two] using congrFun h 1
    by_contra hne
    -- a nonzero secular determinant would force both amplitudes to vanish
    have hd : E * (E - Ω) - (q * g) ^ 2 ≠ 0 := sub_ne_zero.mpr hne
    have e0 : (E * (E - Ω) - (q * g) ^ 2) * v 0 = 0 := by
      linear_combination (-(E - Ω)) * h0 - q * g * h1
    have e1 : (E * (E - Ω) - (q * g) ^ 2) * v 1 = 0 := by
      linear_combination (-E) * h1 - q * g * h0
    have v0 : v 0 = 0 := (mul_eq_zero.mp e0).resolve_left hd
    have v1 : v 1 = 0 := (mul_eq_zero.mp e1).resolve_left hd
    apply hv
    ext i
    fin_cases i
    · exact v0
    · exact v1
  · intro h
    by_cases hE : E = 0
    · subst hE
      have ha2 : (q * g) ^ 2 = 0 := by rw [← h]; ring
      have ha : q * g = 0 := pow_eq_zero_iff two_ne_zero |>.mp ha2
      refine ⟨![1, 0], fun hv => by simpa using congrFun hv 0, ?_⟩
      ext i
      fin_cases i <;>
        simp [hamiltonian, Matrix.mulVec, dotProduct, Fin.sum_univ_two, ha]
    · -- the eigenvector is (q g, E)
      have e0 : (hamiltonian Ω g q *ᵥ ![q * g, E]) 0 = q * g * E := by
        simp [hamiltonian, Matrix.mulVec, dotProduct, Fin.sum_univ_two]
      have e1 : (hamiltonian Ω g q *ᵥ ![q * g, E]) 1 = q * g * (q * g) + Ω * E := by
        simp [hamiltonian, Matrix.mulVec, dotProduct, Fin.sum_univ_two]
      refine ⟨![q * g, E], fun hv => hE (by simpa using congrFun hv 1), ?_⟩
      ext i
      fin_cases i
      · exact e0.trans (by ring : q * g * E = E * (q * g))
      · exact e1.trans (by linear_combination -h : q * g * (q * g) + Ω * E = E * E)
```

`IsLeast` says that the formula is a level and that no level lies below it. The first part is the secular equation with the square root squared. For the second, any level satisfies $(\Omega-2E)^2=\Omega^2+4(qg)^2$, so $|\Omega-2E|$ is at most the square root. Neither part needs a sign for $\Omega$ or a nonzero $g$.

```lean
/-- The closed formula `groundEnergy` is the lowest level of the environment at every charge. -/
theorem isLeast_groundEnergy (Ω g q : ℝ) :
    IsLeast (levels Ω g q) (groundEnergy Ω g q) := by
  have hs : √(Ω ^ 2 + 4 * (q * g) ^ 2) ^ 2 = Ω ^ 2 + 4 * (q * g) ^ 2 :=
    Real.sq_sqrt (by positivity)
  constructor
  · rw [mem_levels_iff, groundEnergy]
    linear_combination hs / 4
  · intro E hE
    rw [mem_levels_iff] at hE
    have h : |Ω - 2 * E| ≤ √(Ω ^ 2 + 4 * (q * g) ^ 2) :=
      Real.abs_le_sqrt (le_of_eq (by linear_combination 4 * hE))
    have h' := (le_abs_self _).trans h
    unfold groundEnergy
    linarith
```

## Slope and curvature at neutrality

The positive excitation energy enters with the value at $q=0$, where $\sqrt{\Omega^2}=\Omega$.

```lean
/-- For `Ω > 0` the ground energy of the environment is zero when the molecule is neutral. -/
theorem groundEnergy_zero {Ω : ℝ} (g : ℝ) (hΩ : 0 < Ω) : groundEnergy Ω g 0 = 0 := by
  have h : Ω ^ 2 + 4 * (0 * g) ^ 2 = Ω ^ 2 := by ring
  rw [groundEnergy, h, Real.sqrt_sq hΩ.le]
  ring
```

`HasDerivAt f a x` means that `f` is differentiable at `x` with derivative `a`. The proof differentiates the radicand first and then applies the chain rule for the square root, whose argument is positive.

```lean
/-- For `Ω > 0` the slope of the ground energy at charge `q` is
`-2 q g² / √(Ω² + 4 (q g)²)`. -/
theorem hasDerivAt_groundEnergy {Ω : ℝ} (g : ℝ) (hΩ : 0 < Ω) (q : ℝ) :
    HasDerivAt (groundEnergy Ω g) (-(2 * q * g ^ 2) / √(Ω ^ 2 + 4 * (q * g) ^ 2)) q := by
  have hin : HasDerivAt (fun x : ℝ => Ω ^ 2 + 4 * (x * g) ^ 2) (8 * q * g ^ 2) q := by
    have e : (fun x : ℝ => Ω ^ 2 + 4 * (x * g) ^ 2)
        = fun x => Ω ^ 2 + 4 * g ^ 2 * (x * x) := by
      funext x
      ring
    rw [e]
    exact ((((hasDerivAt_id' q).fun_mul (hasDerivAt_id' q)).const_mul
      (4 * g ^ 2)).const_add (Ω ^ 2)).congr_deriv (by ring)
  have hne : Ω ^ 2 + 4 * (q * g) ^ 2 ≠ 0 := by positivity
  exact (((hin.sqrt hne).const_sub Ω).div_const 2).congr_deriv (by ring)
```

For the second derivative, the slope is rewritten with $R(q)=\Omega-2E(q)$. The quotient rule then needs only the derivative of $E$, which is already known.

```lean
/-- Linear response: for `Ω > 0` the second derivative of the ground energy at zero charge
is `-2 g² / Ω`. -/
theorem curvature_groundEnergy {Ω : ℝ} (g : ℝ) (hΩ : 0 < Ω) :
    HasDerivAt (deriv (groundEnergy Ω g)) (-(2 * g ^ 2 / Ω)) 0 := by
  have g0 := groundEnergy_zero g hΩ
  -- the square root in the slope is Ω - 2 E(q)
  have e : deriv (groundEnergy Ω g)
      = fun q => (-(2 * g ^ 2) * q) / (Ω - 2 * groundEnergy Ω g q) := by
    funext q
    have hr : Ω - 2 * groundEnergy Ω g q = √(Ω ^ 2 + 4 * (q * g) ^ 2) := by
      unfold groundEnergy
      ring
    rw [(hasDerivAt_groundEnergy g hΩ q).deriv, hr]
    ring
  have hne : Ω - 2 * groundEnergy Ω g 0 ≠ 0 := by
    rw [g0, mul_zero, sub_zero]
    exact hΩ.ne'
  have hn : HasDerivAt (fun q : ℝ => -(2 * g ^ 2) * q) (-(2 * g ^ 2) * 1) 0 :=
    (hasDerivAt_id' (0 : ℝ)).const_mul _
  have hd := ((hasDerivAt_groundEnergy g hΩ 0).const_mul 2).const_sub Ω
  rw [e]
  refine (hn.fun_div hd hne).congr_deriv ?_
  simp only [g0, mul_zero, sub_zero, zero_mul, mul_one]
  field_simp
```

## The gap change and the linear-response error

The first part inserts the energies at the three charges. The second is the identity for $\Delta+2g^2/\Omega$, obtained by clearing the denominator and using $S^2=\Omega^2+4g^2$.

```lean
/-- For `Ω > 0` the gap change equals `Ω - √(Ω² + 4 g²)`, and it exceeds the linear-response
value `-2 g² / Ω` by exactly `(√(Ω² + 4 g²) - Ω)² / (2 Ω)`. -/
theorem gapChange_groundEnergy {Ω : ℝ} (g : ℝ) (hΩ : 0 < Ω) :
    gapChange (groundEnergy Ω g) = Ω - √(Ω ^ 2 + 4 * g ^ 2) ∧
    gapChange (groundEnergy Ω g) + 2 * g ^ 2 / Ω
      = (√(Ω ^ 2 + 4 * g ^ 2) - Ω) ^ 2 / (2 * Ω) := by
  have h1 : groundEnergy Ω g 1 = (Ω - √(Ω ^ 2 + 4 * g ^ 2)) / 2 := by
    rw [groundEnergy, one_mul]
  have h2 : groundEnergy Ω g (-1) = (Ω - √(Ω ^ 2 + 4 * g ^ 2)) / 2 := by
    rw [groundEnergy, show Ω ^ 2 + 4 * (-1 * g) ^ 2 = Ω ^ 2 + 4 * g ^ 2 by ring]
  have hgap : gapChange (groundEnergy Ω g) = Ω - √(Ω ^ 2 + 4 * g ^ 2) := by
    rw [gapChange, h1, h2, groundEnergy_zero g hΩ]
    ring
  refine ⟨hgap, ?_⟩
  have hs : √(Ω ^ 2 + 4 * g ^ 2) ^ 2 = Ω ^ 2 + 4 * g ^ 2 := Real.sq_sqrt (by positivity)
  have ht : 2 * g ^ 2 / Ω * Ω = 2 * g ^ 2 := div_mul_cancel₀ _ hΩ.ne'
  rw [hgap, eq_div_iff (by positivity)]
  linear_combination 2 * ht - hs
```

The main theorem takes any function `E` whose value at each charge is the least level, and assumes no closed formula for it. Since a set has at most one least element, `E` must equal `groundEnergy`, and the earlier results apply. The four conclusions are the zero slope, the value of the gap change, its sign and the strict lower bound. The condition $g\neq0$ serves the last two: at $g=0$ the gap change and its linear-response value are both zero.

In the theorem's name, "closes" means that the gap is lowered, not that it reaches zero, and "meanField" refers to the slope $E'(0)$; no self-consistent mean-field calculation is modelled.

```lean
/-- Let `Ω > 0`, `g ≠ 0`, and let `E(q)` be the lowest level of the environment at each charge.
Then `E'(0) = 0`, yet the gap changes by `Ω - √(Ω² + 4 g²)`, which is negative and lies above
`-2 g² / Ω`. -/
theorem gap_closes_without_meanField_shift {Ω g : ℝ} (hΩ : 0 < Ω) (hg : g ≠ 0)
    {E : ℝ → ℝ} (hE : ∀ q, IsLeast (levels Ω g q) (E q)) :
    HasDerivAt E 0 0 ∧ gapChange E = Ω - √(Ω ^ 2 + 4 * g ^ 2) ∧
    gapChange E < 0 ∧ -(2 * g ^ 2 / Ω) < gapChange E := by
  -- the lowest level is unique, so E is the closed formula
  obtain rfl : E = groundEnergy Ω g :=
    funext fun q => (hE q).unique (isLeast_groundEnergy Ω g q)
  obtain ⟨hgap, herr⟩ := gapChange_groundEnergy g hΩ
  have hg2 : 0 < g ^ 2 := by positivity
  have hlt : Ω < √(Ω ^ 2 + 4 * g ^ 2) := (Real.lt_sqrt hΩ.le).mpr (by linarith)
  have hpos : 0 < (√(Ω ^ 2 + 4 * g ^ 2) - Ω) ^ 2 / (2 * Ω) :=
    div_pos (pow_pos (by linarith) 2) (by linarith)
  refine ⟨(hasDerivAt_groundEnergy g hΩ 0).congr_deriv (by simp), hgap, ?_, ?_⟩
  · linarith
  · linarith
```

The last theorem bounds the linear-response error and allows $g=0$. Its proof reads $S-\Omega\le2g^2/\Omega$ off the identity, squares it and divides by $2\Omega$. At weak coupling the error is thus of fourth order in $g$, while the gap change itself is of second order.

```lean
/-- Weak coupling: for `Ω > 0` the gap change exceeds the linear-response value `-2 g² / Ω`
by at most `2 g⁴ / Ω³`. -/
theorem linearResponse_error_le {Ω : ℝ} (g : ℝ) (hΩ : 0 < Ω) :
    gapChange (groundEnergy Ω g) + 2 * g ^ 2 / Ω ≤ 2 * g ^ 4 / Ω ^ 3 := by
  obtain ⟨hgap, herr⟩ := gapChange_groundEnergy g hΩ
  have hle : Ω ≤ √(Ω ^ 2 + 4 * g ^ 2) :=
    (le_abs_self Ω).trans (Real.abs_le_sqrt (by linarith [sq_nonneg g]))
  have hnn : 0 ≤ (√(Ω ^ 2 + 4 * g ^ 2) - Ω) ^ 2 / (2 * Ω) := by positivity
  have h0 : 0 ≤ √(Ω ^ 2 + 4 * g ^ 2) - Ω := by linarith
  have h1 : √(Ω ^ 2 + 4 * g ^ 2) - Ω ≤ 2 * g ^ 2 / Ω := by linarith
  calc gapChange (groundEnergy Ω g) + 2 * g ^ 2 / Ω
      = (√(Ω ^ 2 + 4 * g ^ 2) - Ω) ^ 2 / (2 * Ω) := herr
    _ ≤ (2 * g ^ 2 / Ω) ^ 2 / (2 * Ω) :=
        div_le_div_of_nonneg_right (pow_le_pow_left₀ h0 h1 2) (by positivity)
    _ = 2 * g ^ 4 / Ω ^ 3 := by ring

end

end PolarizableEnvironment
```

```lean
#print axioms PolarizableEnvironment.groundEnergy_zero
-- 'PolarizableEnvironment.groundEnergy_zero' depends on axioms: [propext, Classical.choice, Quot.sound]
#print axioms PolarizableEnvironment.curvature_groundEnergy
-- 'PolarizableEnvironment.curvature_groundEnergy' depends on axioms: [propext, Classical.choice, Quot.sound]
#print axioms PolarizableEnvironment.gap_closes_without_meanField_shift
-- 'PolarizableEnvironment.gap_closes_without_meanField_shift' depends on axioms: [propext, Classical.choice, Quot.sound]
#print axioms PolarizableEnvironment.linearResponse_error_le
-- 'PolarizableEnvironment.linearResponse_error_le' depends on axioms: [propext, Classical.choice, Quot.sound]
```
